# The noncollinear LSDA potential as the derivative of a local energy density at nonzero magnetisation

Let \(e(a,b)\) be an energy density that is differentiable at the local spin densities \(a=(n+|m|)/2\) and \(b=(n-|m|)/2\), with partial derivatives \(v_1\) and \(v_2\) there. Here \(n\) is the density and \(m\in\mathbb R^3\) the magnetisation, in the same units, with \(m\neq0\). Then \(F(n,m)=e(a,b)\) changes along \((dn,dm)\) at the rate

\[
dF=\mathrm{Tr}(V\,\delta\rho),\qquad \delta\rho=\tfrac12(dn+dm\cdot\sigma),\qquad
V=\frac{v_1+v_2}{2}+\frac{v_1-v_2}{2}\,\frac{m\cdot\sigma}{|m|},
\]

where \(\sigma\) is the vector of Pauli matrices. In a noncollinear spin-density calculation, \(V\) is the \(2\times2\) potential that such an energy contributes at one point of space, provided that the energy depends only on the local densities and not on their gradients.

## From the chain rule to a trace

Number the Cartesian components 0, 1, 2. Differentiating \(|m|^2=m_0^2+m_1^2+m_2^2\) gives \(2|m|\,d|m|=2\,m\cdot dm\), so for \(m\neq0\)

\[
d|m|=\ell,\qquad \ell=\frac{m\cdot dm}{|m|}.
\]

The spin densities therefore change by \(da=(dn+\ell)/2\) and \(db=(dn-\ell)/2\), and

\[
dF=v_1\,da+v_2\,db=\frac{v_1+v_2}{2}\,dn+\frac{v_1-v_2}{2}\,\ell .
\]

For the trace, write

\[
m\cdot\sigma=\begin{pmatrix}m_2&m_0-im_1\\m_0+im_1&-m_2\end{pmatrix}.
\]

This matrix is traceless. The diagonal entries of \((m\cdot\sigma)(dm\cdot\sigma)\) are \(m_2dm_2+(m_0-im_1)(dm_0+idm_1)\) and its complex conjugate, so their sum is \(2\,m\cdot dm\). With \(\mathrm{Tr}\,1=2\),

\[
\mathrm{Tr}(V\delta\rho)=\frac12\left[\frac{v_1+v_2}{2}\,2\,dn+\frac{v_1-v_2}{2}\,\frac{2\,m\cdot dm}{|m|}\right]=dF .
\]

Only the component of \(dm\) along \(m\) contributes. A rotation of \(m\) at fixed length leaves \(F\) exactly unchanged, since \(F\) depends on \(m\) only through \(|m|\).

## Spin projectors and the point of zero magnetisation

Setting \(dm=m\) in the matrix product, the diagonal entries are \(|m|^2\) and the off-diagonal ones cancel. Hence \(S=m\cdot\sigma/|m|\) satisfies \(S^2=1\). The projectors \(P_\pm=(1\pm S)/2\) obey \(SP_\pm=\pm P_\pm\), which gives \(VP_+=v_1P_+\) and \(VP_-=v_2P_-\). The spin density matrix \(\rho=(n+m\cdot\sigma)/2\) commutes with \(V\), since both are combinations of \(1\) and \(m\cdot\sigma\).

The limiting case is \(m=0\). Along \(m=tu\) with \(u\neq0\), the length is \(|t||u|\). If \(e\) is differentiable at \((n/2,n/2)\), and \(v_1,v_2\) now denote its partials there, the slopes of \(F\) at \(t=0\) are \(\pm(v_1-v_2)|u|/2\) from the right and left. They disagree when \(v_1\neq v_2\), so \(F\) has a kink. The exchange-correlation energy density of the local spin-density approximation (LSDA) escapes this: it satisfies \(e(a,b)=e(b,a)\), and the symmetry forces \(v_1=v_2\) at equal arguments.

## Magnetisations, spin matrices and the energy in Lean

```lean
import Mathlib

open Matrix

namespace NoncollinearLSDA

noncomputable section
```

A magnetisation is a function `Fin 3 → ℝ`. Mathlib's norm on this type is the largest absolute component, so the Euclidean length is defined separately.

```lean
/-- The Euclidean length of a magnetisation vector. -/
def mag (m : Fin 3 → ℝ) : ℝ := √(m 0 ^ 2 + m 1 ^ 2 + m 2 ^ 2)
```

The next three definitions are \(m\cdot\sigma\), \(S\) and \(\rho\). Because `spinDensity` is linear in its arguments, `spinDensity dn dm` also serves as \(\delta\rho\).

```lean
/-- The contraction `m · σ` of a real vector with the Pauli matrices. -/
def pauliDot (m : Fin 3 → ℝ) : Matrix (Fin 2) (Fin 2) ℂ :=
  !![(m 2 : ℂ), m 0 - Complex.I * m 1; m 0 + Complex.I * m 1, -(m 2 : ℂ)]

/-- The spin matrix `m · σ / |m|` along the local magnetisation, for `m ≠ 0`. -/
def unitSpin (m : Fin 3 → ℝ) : Matrix (Fin 2) (Fin 2) ℂ :=
  ((mag m : ℂ)⁻¹) • pauliDot m

/-- The spin density matrix `(n + m · σ) / 2`. -/
def spinDensity (n : ℝ) (m : Fin 3 → ℝ) : Matrix (Fin 2) (Fin 2) ℂ :=
  (1 / 2 : ℂ) • ((n : ℂ) • 1 + pauliDot m)
```

The pair \((a,b)\) feeds an arbitrary function `e` on the whole plane. Positivity of the densities is not imposed. The theorems about the energy require `e` to be differentiable at the point in question as a function on the plane. At full polarisation, where \(b=0\), `e` must therefore be extended to negative \(b\) in a way that makes it differentiable at that point.

```lean
/-- The local majority and minority densities `(n + |m|) / 2` and `(n - |m|) / 2`. -/
def spinChannels (n : ℝ) (m : Fin 3 → ℝ) : ℝ × ℝ :=
  ((n + mag m) / 2, (n - mag m) / 2)

/-- The noncollinear energy density obtained from a collinear one, `e`. -/
def lsdaEnergy (e : ℝ × ℝ → ℝ) (n : ℝ) (m : Fin 3 → ℝ) : ℝ := e (spinChannels n m)
```

The potential takes \(v_1\) and \(v_2\) as plain real numbers; the main theorem ties them to the derivative of `e`.

```lean
/-- The noncollinear potential `(v₁ + v₂)/2 + ((v₁ - v₂)/2) m · σ / |m|`, for `m ≠ 0`. -/
def lsdaPotential (v₁ v₂ : ℝ) (m : Fin 3 → ℝ) : Matrix (Fin 2) (Fin 2) ℂ :=
  (((v₁ : ℂ) + v₂) / 2) • 1 + (((v₁ : ℂ) - v₂) / 2) • unitSpin m
```

## The length and its derivative

If the sum of squares were not positive, each square would vanish, and so would \(m\).

```lean
/-- A nonzero magnetisation has positive length. -/
theorem mag_pos {m : Fin 3 → ℝ} (hm : m ≠ 0) : 0 < mag m := by
  refine Real.sqrt_pos.2 ?_
  by_contra h
  have h' := not_lt.1 h
  have h0 : m 0 ^ 2 = 0 := by linarith [sq_nonneg (m 0), sq_nonneg (m 1), sq_nonneg (m 2)]
  have h1 : m 1 ^ 2 = 0 := by linarith [sq_nonneg (m 0), sq_nonneg (m 1), sq_nonneg (m 2)]
  have h2 : m 2 ^ 2 = 0 := by linarith [sq_nonneg (m 0), sq_nonneg (m 1), sq_nonneg (m 2)]
  apply hm
  funext i
  fin_cases i
  · exact (pow_eq_zero_iff two_ne_zero).1 h0
  · exact (pow_eq_zero_iff two_ne_zero).1 h1
  · exact (pow_eq_zero_iff two_ne_zero).1 h2
```

The scaling rule \(|tm|=|t||m|\) is needed only for the kink.

```lean
/-- Scaling a magnetisation by `t` scales its length by `|t|`. -/
theorem mag_smul (t : ℝ) (m : Fin 3 → ℝ) : mag (t • m) = |t| * mag m := by
  have h : (t • m) 0 ^ 2 + (t • m) 1 ^ 2 + (t • m) 2 ^ 2
      = t ^ 2 * (m 0 ^ 2 + m 1 ^ 2 + m 2 ^ 2) := by
    simp only [Pi.smul_apply, smul_eq_mul]
    ring
  rw [mag, h, Real.sqrt_mul (sq_nonneg t), Real.sqrt_sq_eq_abs, mag]
```

The derivative of the length follows the hand calculation: `hasDerivAt_pi` splits the curve into components, the squares are differentiated, and the square-root rule applies because its argument is nonzero.

```lean
/-- Along a curve of nonzero magnetisation, the length changes at the rate `m · dm / |m|`. -/
theorem hasDerivAt_mag {m : ℝ → Fin 3 → ℝ} {dm : Fin 3 → ℝ} {t : ℝ}
    (hm : HasDerivAt m dm t) (h0 : m t ≠ 0) :
    HasDerivAt (fun s => mag (m s)) (m t ⬝ᵥ dm / mag (m t)) t := by
  have hc := hasDerivAt_pi.1 hm
  have hs : HasDerivAt (fun s => m s 0 ^ 2 + m s 1 ^ 2 + m s 2 ^ 2) (2 * (m t ⬝ᵥ dm)) t := by
    refine ((((hc 0).fun_pow 2).fun_add ((hc 1).fun_pow 2)).fun_add
      ((hc 2).fun_pow 2)).congr_deriv ?_
    simp only [dotProduct, Fin.sum_univ_three]
    norm_num
    ring
  have hpos := Real.sqrt_pos.1 (mag_pos h0)
  exact (hs.sqrt hpos.ne').congr_deriv (mul_div_mul_left _ _ two_ne_zero)
```

## The trace and the potential

The trace formula is an expansion of \(2\times2\) matrices. After `simp` has expanded the entries, the two sides agree by ring algebra once \(i^2=-1\) is used in the \(m_1\,dm_1\) term. The right-hand side is a real number cast to ℂ, so the trace is real.

```lean
/-- The trace of the potential with a density variation `(dn + dm · σ) / 2` is real and splits
into a charge part and a part from the change of `m` along itself. -/
theorem trace_potential_mul (v₁ v₂ dn : ℝ) (m dm : Fin 3 → ℝ) :
    (lsdaPotential v₁ v₂ m * spinDensity dn dm).trace
      = (((v₁ + v₂) / 2 * dn + (v₁ - v₂) / 2 * (m ⬝ᵥ dm / mag m) : ℝ) : ℂ) := by
  simp [lsdaPotential, unitSpin, spinDensity, pauliDot, Matrix.trace_fin_two,
    Matrix.mul_apply, Fin.sum_univ_two, dotProduct, Fin.sum_univ_three]
  linear_combination
    (-(((v₁ : ℂ) - v₂) / 2 * (mag m : ℂ)⁻¹ * m 1 * dm 1)) * Complex.I_sq
```

The main theorem is stated for differentiable curves `n` and `m` at a parameter value `t`, with velocities `dn` and `dm`. Straight lines give the directional derivative above. The energy is cast to ℂ to match the type of the trace.

The proof turns on `HasFDerivAt.comp_hasDerivAt`. The hypothesis `he` says that the Fréchet derivative of `e` is the linear map \((x,y)\mapsto v_1x+v_2y\), built from the projections `fst` and `snd`. This is stronger than the existence of two partial derivatives, which would not justify the chain rule along a slanted curve. The lemma applies the linear map to the velocity \((da,db)\) of the curve in the plane. Then `congr_deriv` allows that value to be replaced by an equal one: `change` displays it as \(v_1\,da+v_2\,db\), and `ring` regroups it into charge and spin parts.

```lean
/-- Noncollinear LSDA potential: if `e` is differentiable at the local spin densities with partial
derivatives `v₁` and `v₂`, then along any differentiable change of density and nonzero magnetisation
the energy density changes at the rate `Tr (V (dn + dm · σ) / 2)`, where `V` is `lsdaPotential v₁
v₂` at the current magnetisation. -/
theorem hasDerivAt_lsdaEnergy {e : ℝ × ℝ → ℝ} {v₁ v₂ t dn : ℝ} {n : ℝ → ℝ}
    {m : ℝ → Fin 3 → ℝ} {dm : Fin 3 → ℝ}
    (he : HasFDerivAt e (v₁ • ContinuousLinearMap.fst ℝ ℝ ℝ + v₂ • ContinuousLinearMap.snd ℝ ℝ ℝ)
      (spinChannels (n t) (m t)))
    (hn : HasDerivAt n dn t) (hm : HasDerivAt m dm t) (h0 : m t ≠ 0) :
    HasDerivAt (fun s => (lsdaEnergy e (n s) (m s) : ℂ))
      (lsdaPotential v₁ v₂ (m t) * spinDensity dn dm).trace t := by
  have hM := hasDerivAt_mag hm h0
  -- rates of change of the two local spin densities
  have hp : HasDerivAt (fun s => spinChannels (n s) (m s))
      ((dn + m t ⬝ᵥ dm / mag (m t)) / 2, (dn - m t ⬝ᵥ dm / mag (m t)) / 2) t :=
    ((hn.fun_add hM).div_const 2).prodMk ((hn.fun_sub hM).div_const 2)
  -- chain rule through the collinear functional
  have hF : HasDerivAt (fun s => lsdaEnergy e (n s) (m s))
      ((v₁ + v₂) / 2 * dn + (v₁ - v₂) / 2 * (m t ⬝ᵥ dm / mag (m t))) t := by
    refine (he.comp_hasDerivAt t hp).congr_deriv ?_
    change v₁ * ((dn + m t ⬝ᵥ dm / mag (m t)) / 2)
      + v₂ * ((dn - m t ⬝ᵥ dm / mag (m t)) / 2) = _
    ring
  rw [trace_potential_mul]
  exact hF.ofReal_comp
```

## Spin channels of the potential

The proof of \(S^2=1\) first computes \((m\cdot\sigma)^2=|m|^2\) entry by entry, then cancels the length.

```lean
/-- The spin matrix along a nonzero magnetisation squares to the identity. -/
theorem unitSpin_mul_self {m : Fin 3 → ℝ} (hm : m ≠ 0) : unitSpin m * unitSpin m = 1 := by
  have hsq : (mag m : ℂ) ^ 2 = (m 0 : ℂ) ^ 2 + (m 1 : ℂ) ^ 2 + (m 2 : ℂ) ^ 2 := by
    have h : mag m ^ 2 = m 0 ^ 2 + m 1 ^ 2 + m 2 ^ 2 := Real.sq_sqrt (by positivity)
    exact_mod_cast h
  have hP : pauliDot m * pauliDot m = ((mag m : ℂ) ^ 2) • 1 := by
    rw [hsq]
    ext i j
    fin_cases i <;> fin_cases j <;>
      simp [pauliDot, Matrix.mul_apply, Fin.sum_univ_two] <;> ring_nf <;>
      simp only [Complex.I_sq] <;> ring
  have hne : (mag m : ℂ) ≠ 0 := by exact_mod_cast (mag_pos hm).ne'
  have hc : (mag m : ℂ)⁻¹ * (mag m : ℂ)⁻¹ * (mag m : ℂ) ^ 2 = 1 := by field_simp
  rw [unitSpin, smul_mul_assoc, mul_smul_comm, hP, smul_smul, smul_smul, hc, one_smul]
```

With `hN` supplying \(S^2=1\), both projector identities reduce to comparing coefficients of \(1\) and \(S\), which `module` does.

```lean
/-- On the projectors `(1 ± m · σ / |m|) / 2` onto the local spin directions, the potential
acts as multiplication by `v₁` and by `v₂`. -/
theorem potential_mul_projectors (v₁ v₂ : ℝ) {m : Fin 3 → ℝ} (hm : m ≠ 0) :
    lsdaPotential v₁ v₂ m * ((1 / 2 : ℂ) • (1 + unitSpin m))
        = (v₁ : ℂ) • ((1 / 2 : ℂ) • (1 + unitSpin m)) ∧
      lsdaPotential v₁ v₂ m * ((1 / 2 : ℂ) • (1 - unitSpin m))
        = (v₂ : ℂ) • ((1 / 2 : ℂ) • (1 - unitSpin m)) := by
  have hN := unitSpin_mul_self hm
  constructor <;>
    simp only [lsdaPotential, add_mul, mul_add, mul_sub, smul_mul_assoc, mul_smul_comm,
      one_mul, mul_one, hN] <;>
    module
```

Commutation needs no condition on \(m\): at \(m=0\) the matrix \(m\cdot\sigma\) vanishes, so the defined potential is a multiple of the identity whatever value Lean gives to \(0^{-1}\).

```lean
/-- The potential commutes with the local spin density matrix. -/
theorem potential_commute_density (v₁ v₂ n : ℝ) (m : Fin 3 → ℝ) :
    lsdaPotential v₁ v₂ m * spinDensity n m = spinDensity n m * lsdaPotential v₁ v₂ m := by
  simp only [lsdaPotential, unitSpin, spinDensity, add_mul, mul_add, smul_mul_assoc,
    mul_smul_comm, one_mul, mul_one]
  module
```

## The kink at zero magnetisation

The theorem assumes that `e` is differentiable at \((n/2,n/2)\) with \(v_1\neq v_2\) there, which excludes the symmetric exchange-correlation energy density of the LSDA. The auxiliary statement `key` differentiates, at \(t=0\), the function of \(t\) obtained from the energy by replacing \(|t||u|\) with \(tc\). The energy coincides with it for \(t\ge0\) when \(c=|u|\), and for \(t\le0\) when \(c=-|u|\). Derivatives within a half-line are unique, so a derivative at zero would have to equal both slopes. That forces \((v_1-v_2)|u|=0\), contrary to the hypotheses.

```lean
/-- At zero magnetisation, if the two spin potentials differ, the energy density is not
differentiable along any nonzero magnetisation direction. -/
theorem not_differentiableAt_zero_mag {e : ℝ × ℝ → ℝ} {v₁ v₂ n : ℝ} {u : Fin 3 → ℝ}
    (he : HasFDerivAt e (v₁ • ContinuousLinearMap.fst ℝ ℝ ℝ + v₂ • ContinuousLinearMap.snd ℝ ℝ ℝ)
      (n / 2, n / 2)) (hv : v₁ ≠ v₂) (hu : u ≠ 0) :
    ¬ DifferentiableAt ℝ (fun t : ℝ => lsdaEnergy e n (t • u)) 0 := by
  intro h
  have key (c : ℝ) : HasDerivAt (fun t : ℝ => e ((n + t * c) / 2, (n - t * c) / 2))
      ((v₁ - v₂) / 2 * c) 0 := by
    have hl : HasDerivAt (fun t : ℝ => t * c) c 0 := hasDerivAt_mul_const c
    have hp := ((hl.const_add n).div_const 2).prodMk ((hl.const_sub n).div_const 2)
    refine (he.comp_hasDerivAt_of_eq 0 hp (by simp)).congr_deriv ?_
    change v₁ * (c / 2) + v₂ * (-c / 2) = _
    ring
  -- the slopes from the right and from the left have opposite signs
  have hr := (uniqueDiffWithinAt_Ici (0 : ℝ)).eq_deriv _ h.hasDerivAt.hasDerivWithinAt
    ((key (mag u)).hasDerivWithinAt.congr
      (fun t ht => by
        simp only [lsdaEnergy, spinChannels, mag_smul, abs_of_nonneg (Set.mem_Ici.1 ht)])
      (by simp [lsdaEnergy, spinChannels, mag]))
  have hl := (uniqueDiffWithinAt_Iic (0 : ℝ)).eq_deriv _ h.hasDerivAt.hasDerivWithinAt
    ((key (-mag u)).hasDerivWithinAt.congr
      (fun t ht => by
        simp only [lsdaEnergy, spinChannels, mag_smul, abs_of_nonpos (Set.mem_Iic.1 ht),
          neg_mul_comm])
      (by simp [lsdaEnergy, spinChannels, mag]))
  exact mul_ne_zero (sub_ne_zero.2 hv) (mag_pos hu).ne' (by linarith)

end

end NoncollinearLSDA
```

```lean
#print axioms NoncollinearLSDA.hasDerivAt_lsdaEnergy
#print axioms NoncollinearLSDA.potential_mul_projectors
#print axioms NoncollinearLSDA.potential_commute_density
#print axioms NoncollinearLSDA.not_differentiableAt_zero_mag
```

```
'NoncollinearLSDA.hasDerivAt_lsdaEnergy' depends on axioms: [propext, Classical.choice, Quot.sound]
'NoncollinearLSDA.potential_mul_projectors' depends on axioms: [propext, Classical.choice, Quot.sound]
'NoncollinearLSDA.potential_commute_density' depends on axioms: [propext, Classical.choice, Quot.sound]
'NoncollinearLSDA.not_differentiableAt_zero_mag' depends on axioms: [propext, Classical.choice, Quot.sound]
```
